# Orbitals of finite range on a cubic grid: the exact pair count and its linear limit

Put one orbital on each atom of a finite simple cubic crystal, and let every orbital vanish outside a bounded region around its atom, of the same shape and size for all atoms. Two orbitals far apart then have zero overlap, and a short-ranged Hamiltonian has no matrix element between them. Only pairs of nearby atoms need storage. In a large crystal all atoms away from the surface have the same number of neighbours, so the storage should grow in proportion to the number of atoms. In a crystal smaller than the range, every atom is a neighbour of every other and nothing is saved. The question is how many elements there are at a given size, between these two extremes.

## The count and its derivation

Let the atoms occupy the points $x=(x_0,\dots,x_{d-1})$ with each coordinate in $\{0,\dots,n-1\}$ and $d\ge 1$. The orbitals on $x$ and $y$ interact when $|x_k-y_k|\le m$ for every axis $k$. The integer $m$ is the range of the interaction in lattice spacings. The neighbourhood of an atom is thus a cube. If each orbital vanishes outside a sphere centred on its atom, with the same radius for all atoms, take for $m$ twice this radius in lattice spacings, rounded down. Every overlapping pair is then counted, but for $d\ge2$ pairs near the corners of the cube can be counted without overlapping, so for such orbitals the count is an upper bound.

Let $N(d,n,m)$ be the number of ordered interacting pairs, including each atom with itself. For $m\le n$,

$$N(d,n,m)=\bigl(n(2m+1)-m(m+1)\bigr)^d ,$$

and at fixed $m$ the storage per atom $N/n^d$ tends to $(2m+1)^d$ as $n\to\infty$.

**One row of a chain.** Take $d=1$ and write $C(n,m)$ for the count. The partners $j$ of site $i$ run from $\max(0,i-m)$ to $\min(n-1,i+m)$, so row $i$ has

$$\min(n,i+m+1)-\max(0,i-m)$$

elements. This is a band of width $2m+1$, clipped where it meets an end of the chain.

**The whole chain.** It is easiest to count what lies outside the band. To its left, row $i$ has $\max(0,i-m)$ empty places. For $m\le n$ these add up to

$$0+1+\dots+(n-m-1)=\tfrac12(n-m)(n-m-1),$$

where the sum is zero if $m=n$. Reflecting the chain, $i\to n-1-i$, shows that equally many places are empty on the right. Hence

$$C(n,m)=n^2-(n-m)(n-m-1)=n(2m+1)-m(m+1).$$

The last form has its own reading: $n$ unclipped rows would hold $n(2m+1)$ elements, and the sites near each end lack $m+(m-1)+\dots+1$ neighbours.

**From the chain to the grid.** The interaction condition is one separate condition per axis. Choosing an interacting pair $(x,y)$ is therefore the same as choosing, independently for each $k$, a pair $(x_k,y_k)$ in range of each other. So $N=C^d$.

**Large grids.** For $n>0$, division by the number of atoms gives

$$\frac{N}{n^d}=\Bigl(2m+1-\frac{m(m+1)}{n}\Bigr)^d .$$

The correction is a surface term of order $1/n$, and the limit follows.

**Where linear storage begins.** No row of the chain is longer than $2m+1$, so $N\le(2m+1)^d\,n^d$ for all sizes. If $n\le m+1$, however, the largest possible coordinate difference is $n-1\le m$, every pair interacts, and $N=(n^d)^2$: the storage is quadratic in the number of atoms. If $n\ge m+2$, then $(n-m)(n-m-1)>0$, so $C<n^2$ and the matrix has empty places. The saving thus starts at $n=m+2$, while for $m\ge1$ the proportionality to the number of atoms is approached only gradually. For $m=0$ it is exact at every size, since $N=n^d$.

## Numbers for a range of two lattice spacings

Take $m=2$ and $n=5$. The rows of the chain have lengths $3,4,5,4,3$, which add up to $19$, and the formula gives $5\cdot5-2\cdot3=19$. In three dimensions there are $19^3=6859$ stored elements out of $125^2=15625$. That is about $54.9$ per atom, less than half of the limiting value $5^3=125$. For $n=100$ the chain count is $494$, and the storage per atom is $4.94^3\approx120.6$.

## Allocating a sparse Hamiltonian

A program that keeps the Hamiltonian or overlap matrix in compressed-row form first finds the neighbours of each atom. The length of the row of atom $x$ is the product over the axes of the clipped chain lengths above. Running sums of these lengths give the position at which each row starts, and the final sum, $N$, is the size of the array of values. For $m=2$, $n=100$, $d=3$ there are $10^6$ atoms and $N=494^3=120\,553\,784$. At eight bytes per real number the values take about $0.96$ GB, whereas the full matrix would take $8$ TB. With $b$ orbitals on every atom, all of the same range, each element becomes a $b\times b$ block and the number of values is $b^2N$.

For electronic-structure calculations in a strictly localised basis, the count gives the number of stored values of such matrices in an idealised model: a cubic grid with open boundaries, one orbital per atom and a cubic interaction region. With spherical supports it is an upper bound on the number of overlapping pairs. The Hamiltonian can have more elements than the overlap matrix: a nonlocal pseudopotential can couple two orbitals that do not overlap each other if both overlap a projector on a third atom, and $m$ must then be chosen large enough to include such pairs. The count says nothing about the density matrix or the inverse overlap, which can extend further than the matrices they are computed from.

## The grid and its interacting pairs in Lean

```lean
import Mathlib

open Filter Topology

namespace LocalisedOrbitalSparsity
```

A site of the chain is an element of `Fin n`, a natural number below $n$. The condition $|i-j|\le m$ is written as two inequalities without subtraction.

```lean
/-- Two sites of a chain of `n` atoms are in range if their positions differ by at most `m`. -/
def InRange (m : ℕ) {n : ℕ} (i j : Fin n) : Prop :=
  (i : ℕ) ≤ j + m ∧ (j : ℕ) ≤ i + m
```

An atom of the grid is a function `Fin d → Fin n`, which assigns a coordinate to each axis. Interaction means being in range along all axes, so the neighbourhood is a cube and not a sphere. This condition is postulated: it stands for the finite support of the orbitals, and no orbital or Hamiltonian appears in the file.

```lean
/-- Orbitals on two atoms of the `d`-dimensional grid interact if all their coordinates
differ by at most `m`. -/
def Interact (m : ℕ) {d n : ℕ} (x y : Fin d → Fin n) : Prop :=
  ∀ k, InRange m (x k) (y k)
```

The next two definitions are $C(n,m)$ and $N(d,n,m)$. Each is the cardinality of a set of ordered pairs, so $(x,y)$ and $(y,x)$ count separately and the diagonal is included. A place within range counts as stored even if symmetry happens to make the matrix element there zero.

```lean
/-- The number of ordered pairs of sites in range of each other in a chain of `n` atoms. -/
noncomputable def chainPairs (n m : ℕ) : ℕ :=
  Nat.card {q : Fin n × Fin n // InRange m q.1 q.2}

/-- The number of ordered interacting pairs on the grid with `n` atoms along each of `d` axes: the
matrix elements stored when the symmetry of the matrix is not used. -/
noncomputable def storedPairs (d n m : ℕ) : ℕ :=
  Nat.card {p : (Fin d → Fin n) × (Fin d → Fin n) // Interact m p.1 p.2}
```

## Rows and their sum

The length of row $i$ is stated with subtraction of natural numbers, which stops at zero. The expression `(i : ℕ) - m` is therefore exactly $\max(0,i-m)$, the clipped start of the band. The proof builds a bijection `e` that shifts the band so that it begins at zero. The required inequalities are linear, and `omega` settles them.

```lean
/-- The number of sites in range of site `i` is the length of the band from `i - m` to `i + m`,
clipped at the two ends of the chain. -/
theorem row_count {n : ℕ} (m : ℕ) (i : Fin n) :
    Nat.card {j : Fin n // InRange m i j} = min n ((i : ℕ) + m + 1) - ((i : ℕ) - m) := by
  have hi := i.isLt
  -- shift the band so that it starts at zero
  let e : {j : Fin n // InRange m i j} ≃ Fin (min n ((i : ℕ) + m + 1) - ((i : ℕ) - m)) :=
    { toFun := fun j => ⟨j.1.1 - (i.1 - m), by
        obtain ⟨h1, h2⟩ := j.2
        have h3 := j.1.isLt
        omega⟩
      invFun := fun k => ⟨⟨k.1 + (i.1 - m), by have := k.isLt; omega⟩, by
        have := k.isLt
        show i.1 ≤ (k.1 + (i.1 - m)) + m ∧ k.1 + (i.1 - m) ≤ i.1 + m
        omega⟩
      left_inv := by
        intro j
        obtain ⟨h1, h2⟩ := j.2
        apply Subtype.ext
        apply Fin.ext
        show j.1.1 - (i.1 - m) + (i.1 - m) = j.1.1
        omega
      right_inv := by
        intro k
        apply Fin.ext
        show k.1 + (i.1 - m) - (i.1 - m) = k.1
        omega }
  rw [Nat.card_congr e, Nat.card_eq_fintype_card, Fintype.card_fin]
```

An interacting pair is a row $i$ together with a partner $j$ in that row. The first rewriting below regroups the pairs in this way, `Nat.card_sigma` turns the count into a sum over rows, and `row_count` supplies each term.

```lean
/-- The chain count is the sum of the lengths of the clipped bands. -/
theorem chainPairs_eq_sum (n m : ℕ) :
    chainPairs n m = ∑ i ∈ Finset.range n, (min n (i + m + 1) - (i - m)) := by
  unfold chainPairs
  rw [Nat.card_congr (Equiv.subtypeProdEquivSigmaSubtype (fun i j : Fin n => InRange m i j)),
    Nat.card_sigma, ← Fin.sum_univ_eq_sum_range (fun i => min n (i + m + 1) - (i - m)) n]
  exact Finset.sum_congr rfl fun i _ => row_count m i
```

## The triangles outside the band

The chain formula is first stated as an addition, $C+m(m+1)=n(2m+1)$, which needs no subtraction. The proof writes $n=m+k$, so that here `k` is the difference $n-m$ and not an axis.

The three auxiliary statements are the steps of the derivation by hand. `T` evaluates the triangle to the left of the band by induction, in the form $2\sum_i\max(0,i-m)+k=k^2$. `R` is the reflection that identifies the right triangle with the left one. `S` says that the band and both triangles fill the $n\times n$ matrix, which is checked row by row. The final `nlinarith` combines them algebraically.

```lean
/-- In a chain with `m ≤ n`, the interacting pairs together with the `m (m + 1)` neighbours
missing at the two ends number `n (2 m + 1)`. -/
theorem chain_count {n m : ℕ} (h : m ≤ n) :
    chainPairs n m + m * (m + 1) = n * (2 * m + 1) := by
  obtain ⟨k, rfl⟩ := Nat.exists_eq_add_of_le h
  -- the entries outside the band on one side form a triangle
  have T : ∀ k, 2 * ∑ i ∈ Finset.range (m + k), (i - m) + k = k * k := by
    intro k
    induction k with
    | zero =>
      have h0 : ∑ i ∈ Finset.range (m + 0), (i - m) = 0 :=
        Finset.sum_eq_zero fun i hi => by
          have := Finset.mem_range.1 hi
          omega
      omega
    | succ k ih =>
      have e : m + (k + 1) = (m + k) + 1 := rfl
      rw [e, Finset.sum_range_succ, Nat.add_sub_cancel_left]
      nlinarith
  -- the triangle on the other side is its mirror image
  have R : ∑ i ∈ Finset.range (m + k), (m + k - 1 - i - m)
      = ∑ i ∈ Finset.range (m + k), (i - m) :=
    Finset.sum_range_reflect (fun i => i - m) (m + k)
  -- band and triangles fill the whole matrix
  have S : ∑ i ∈ Finset.range (m + k), (min (m + k) (i + m + 1) - (i - m))
      + ∑ i ∈ Finset.range (m + k), (i - m)
      + ∑ i ∈ Finset.range (m + k), (m + k - 1 - i - m) = (m + k) * (m + k) := by
    rw [← Finset.sum_add_distrib, ← Finset.sum_add_distrib]
    refine (Finset.sum_congr rfl (g := fun _ => m + k) fun i hi => ?_).trans (by simp)
    have := Finset.mem_range.1 hi
    show _ = m + k
    omega
  rw [chainPairs_eq_sum]
  nlinarith [T k, S, R]
```

The hypothesis $m\le n$ includes $m=n$, where the formula correctly gives $n^2$. At $m=n+1$ it would give $n^2-2$, although the matrix is still full.

## The power law and the limit

For the grid, the bijection `e` takes a pair of coordinate functions to a function whose values are pairs of coordinates. Both round trips hold by definition (`rfl`). The cardinality of a set of functions is a product over the axes, here with $d$ equal factors.

```lean
/-- The count on the `d`-dimensional grid is the `d`-th power of the chain count. -/
theorem storedPairs_eq_pow (d n m : ℕ) : storedPairs d n m = chainPairs n m ^ d := by
  -- a pair of grid points is a `d`-tuple of pairs of coordinates
  let e : {p : (Fin d → Fin n) × (Fin d → Fin n) // Interact m p.1 p.2} ≃
      (Fin d → {q : Fin n × Fin n // InRange m q.1 q.2}) :=
    { toFun := fun p k => ⟨(p.1.1 k, p.1.2 k), p.2 k⟩
      invFun := fun f => ⟨(fun k => (f k).1.1, fun k => (f k).1.2), fun k => (f k).2⟩
      left_inv := fun _ => rfl
      right_inv := fun _ => rfl }
  unfold storedPairs chainPairs
  rw [Nat.card_congr e, Nat.card_pi, Finset.prod_const, Finset.card_univ, Fintype.card_fin]
```

The closed formula is stated in the integers, so its minus sign is ordinary subtraction. The proof carries `chain_count` over to the integers, solves for the chain count and takes the $d$-th power.

```lean
/-- For an interaction range `m ≤ n`, the number of ordered interacting pairs on the grid is
`(n (2 m + 1) - m (m + 1)) ^ d`. -/
theorem storedPairs_formula (d : ℕ) {n m : ℕ} (h : m ≤ n) :
    (storedPairs d n m : ℤ) = ((n : ℤ) * (2 * m + 1) - m * (m + 1)) ^ d := by
  have hc : ((chainPairs n m + m * (m + 1) : ℕ) : ℤ) = ((n * (2 * m + 1) : ℕ) : ℤ) := by
    rw [chain_count h]
  push_cast at hc
  have hc' : (chainPairs n m : ℤ) = (n : ℤ) * (2 * m + 1) - m * (m + 1) := by linarith
  rw [storedPairs_eq_pow, Nat.cast_pow, hc']
```

Passing to real numbers and dividing by $n^d$ gives the storage per atom at finite size.

```lean
/-- For `0 < n` and `m ≤ n`, the number of stored elements per atom is
`(2 m + 1 - m (m + 1) / n) ^ d`. -/
theorem storedPairs_per_atom (d : ℕ) {n m : ℕ} (hn : 0 < n) (h : m ≤ n) :
    (storedPairs d n m : ℝ) / (n : ℝ) ^ d
      = (2 * (m : ℝ) + 1 - (m : ℝ) * (m + 1) / n) ^ d := by
  have hf := congrArg (Int.cast : ℤ → ℝ) (storedPairs_formula d h)
  push_cast at hf
  have hn' : (n : ℝ) ≠ 0 := Nat.cast_ne_zero.2 hn.ne'
  rw [hf, ← div_pow, sub_div, mul_div_cancel_left₀ _ hn']
```

For the limit, `h0` says that $m(m+1)/n\to0$, and `h1` carries this through the difference and the power. The exact formula is available only once $n$ has reached the range, which suffices because a limit depends only on large $n$. The step `filter_upwards` restricts attention to $n\ge m+1$. The range $m$ and the dimension $d$ stay fixed throughout.

```lean
/-- At fixed interaction range `m`, the number of stored elements per atom tends to `(2 m + 1) ^ d`
as the grid grows. -/
theorem storedPairs_per_atom_tendsto (d m : ℕ) :
    Tendsto (fun n : ℕ => (storedPairs d n m : ℝ) / (n : ℝ) ^ d) atTop
      (𝓝 ((2 * (m : ℝ) + 1) ^ d)) := by
  have h0 : Tendsto (fun n : ℕ => ((m : ℝ) * (m + 1)) / (n : ℝ)) atTop (𝓝 0) :=
    tendsto_const_div_atTop_nhds_zero_nat _
  have h1 := (h0.const_sub (2 * (m : ℝ) + 1)).pow d
  rw [sub_zero] at h1
  refine h1.congr' ?_
  filter_upwards [eventually_ge_atTop (m + 1)] with n hn
  exact (storedPairs_per_atom d (by omega) (by omega)).symm
```

## Linear bound and full matrix

The upper bound needs no relation between $n$ and $m$. Each row of the chain has at most $2m+1$ elements, the sum over rows is at most $(2m+1)n$, and raising to the power $d$ preserves the inequality.

```lean
/-- The storage never exceeds `(2 m + 1) ^ d` elements per atom. -/
theorem storedPairs_le_linear (d n m : ℕ) :
    storedPairs d n m ≤ (2 * m + 1) ^ d * n ^ d := by
  rw [storedPairs_eq_pow, ← mul_pow]
  apply Nat.pow_le_pow_left
  rw [chainPairs_eq_sum]
  calc ∑ i ∈ Finset.range n, (min n (i + m + 1) - (i - m))
      ≤ ∑ _i ∈ Finset.range n, (2 * m + 1) := Finset.sum_le_sum fun i _ => by omega
    _ = (2 * m + 1) * n := by
      rw [Finset.sum_const, Finset.card_range, smul_eq_mul, mul_comm]
```

The last theorem locates the quadratic regime. Its first line rewrites $N=(n^d)^2$ as $C^d=(n^2)^d$ and removes the common power, which is allowed because $d>0$. In dimension zero there is a single atom and its matrix is full for every $n$, so the equivalence would fail for $n>m+1$.

For the forward direction, suppose that the chain matrix is full although $n\ge m+2$. Then `chain_count` would give $n^2+m(m+1)=n(2m+1)$, that is, $(n-m)(n-m-1)=0$, which is impossible for such $n$; `nlinarith` finds the contradiction. For the converse, `hall` shows that every pair of sites is in range when $n\le m+1$, and the count is that of all pairs.

```lean
/-- In dimension `d ≥ 1` the matrix is full, with the square of the number of atoms as its
storage, exactly when the grid has at most `m + 1` atoms along each axis. -/
theorem storedPairs_full_iff {d : ℕ} (hd : 0 < d) (n m : ℕ) :
    storedPairs d n m = (n ^ d) ^ 2 ↔ n ≤ m + 1 := by
  rw [storedPairs_eq_pow, ← pow_mul, mul_comm d 2, pow_mul, Nat.pow_left_inj hd.ne']
  constructor
  · intro h
    by_contra hn
    have c := chain_count (show m ≤ n by omega)
    rw [h] at c
    obtain ⟨k, rfl⟩ := Nat.exists_eq_add_of_le (show m + 2 ≤ n by omega)
    nlinarith
  · intro h
    -- on a small grid every pair of sites is in range
    have hall : ∀ q : Fin n × Fin n, InRange m q.1 q.2 := fun q => by
      have h1 := q.1.isLt
      have h2 := q.2.isLt
      unfold InRange
      omega
    rw [chainPairs, Nat.card_congr (Equiv.subtypeUnivEquiv hall)]
    simp [sq]

end LocalisedOrbitalSparsity
```

```lean
#print axioms LocalisedOrbitalSparsity.storedPairs_per_atom_tendsto
-- 'LocalisedOrbitalSparsity.storedPairs_per_atom_tendsto' depends on axioms: [propext, Classical.choice, Quot.sound]
#print axioms LocalisedOrbitalSparsity.storedPairs_le_linear
-- 'LocalisedOrbitalSparsity.storedPairs_le_linear' depends on axioms: [propext, Classical.choice, Quot.sound]
#print axioms LocalisedOrbitalSparsity.storedPairs_full_iff
-- 'LocalisedOrbitalSparsity.storedPairs_full_iff' depends on axioms: [propext, Classical.choice, Quot.sound]
```
